# Boost brackets of the two-particle Darwin Hamiltonian through order \(1/c^2\)

## Phase space, Hamiltonian and boost generator

Two particles, labelled 0 and 1, have positions \(\mathbf x_0,\mathbf x_1\in\mathbb R^3\), momenta \(\mathbf p_0,\mathbf p_1\) and nonzero masses \(m_0,m_1\). Cartesian components \(i,j\) run over 0, 1, 2, so \(x_{aj}\) is component \(j\) of the position of particle \(a\). For distinct positions put

\[
\mathbf s=\mathbf x_0-\mathbf x_1,\qquad r=|\mathbf s|,\qquad \mathbf n=\mathbf s/r,\qquad V=k/r .
\]

The real constant \(k\) is the strength of the Coulomb interaction, which is the product of the two charges in Gaussian units. The Hamiltonian is \(H=H_0+H_1/c^2\), without the rest energy, where

\[
H_0=\sum_a\frac{p_a^2}{2m_a}+V,
\]
\[
H_1=-\sum_a\frac{p_a^4}{8m_a^3}-\frac{V}{2m_0m_1}\bigl[\mathbf p_0\cdot\mathbf p_1+(\mathbf n\cdot\mathbf p_0)(\mathbf n\cdot\mathbf p_1)\bigr].
\]

The boost generator at time zero is \(\mathbf K=\mathbf K_0+\mathbf K_1/c^2\), where

\[
\mathbf K_0=\sum_a m_a\mathbf x_a,\qquad
\mathbf K_1=\sum_a\mathbf x_a\frac{p_a^2}{2m_a}+\frac V2(\mathbf x_0+\mathbf x_1).
\]

The Poisson bracket has the sign convention

\[
\{f,g\}=\sum_{a,i}\left(\frac{\partial f}{\partial x_{ai}}\frac{\partial g}{\partial p_{ai}}-\frac{\partial f}{\partial p_{ai}}\frac{\partial g}{\partial x_{ai}}\right).
\]

## Energy carries inertia

\(\mathbf K_0\) is the mass-weighted position. \(\mathbf K_1\) adds the inertia of the energy: kinetic energy sits at its particle, and potential energy is shared equally between the two. Relativistic invariance requires \(\{K_j,H\}=P_j\), with \(\mathbf P=\mathbf p_0+\mathbf p_1\), and this ties the velocity-dependent interaction in \(H_1\) to the static potential in \(\mathbf K_1\).

The Darwin interaction is the classical form of the orbit–orbit part of the Breit interaction in atomic structure theory; the model here has two classical, spinless particles, so spin and operator ordering do not enter.

## The relations, order by order

For every phase-space point with \(\mathbf x_0\neq\mathbf x_1\), and for all components,

\[
\{K_{0,j},H_0\}=P_j,\qquad \{K_{0,j},H_1\}+\{K_{1,j},H_0\}=0,
\]
\[
\{K_{0,i},P_j\}=\delta_{ij}(m_0+m_1),\qquad \{K_{1,i},P_j\}=\delta_{ij}H_0,
\]
\[
\{K_{0,i},K_{1,j}\}+\{K_{1,i},K_{0,j}\}=-J_{ij},\qquad J_{ij}=\sum_a(x_{ai}p_{aj}-x_{aj}p_{ai}).
\]

In Lean, a `Config` holds three components for each of two particles and serves for positions and momenta alike. An `Obs` is a real function of both. The bracket `pb` is the sum above, with each partial derivative taken as an ordinary derivative at \(t=0\) along the unit displacement `axis a i`. `K0 m j` and `K1 m k j` are components of the two boost coefficients, and `totalP j` is \(P_j\).

The first line of relations is `darwin_boost_closure`, the second `boost_momentum` and the third `boost_boost`. The hypothesis `hm` says that both masses are nonzero; positivity is not needed. The hypothesis `hx` says that the positions differ. `boost_momentum` needs only `hx`, and `boost_boost` only `hm`.

The speed of light does not occur in the file: the theorems concern the coefficients of \(1\) and \(1/c^2\). The terms \(\{K_{1,j},H_1\}/c^4\) and \(\{K_{1,i},K_{1,j}\}/c^4\) are left unevaluated, as are the brackets of the boost with the angular momentum and the brackets that do not involve a boost. \(H_1\) and \(\mathbf K_1\) are given as definitions and are not derived from electrodynamics.

## The cancellation by hand

Since \(\mathbf K_0\) depends only on positions, for any \(g\)

\[
\{K_{0,j},g\}=\sum_a m_a\frac{\partial g}{\partial p_{aj}} .
\]

With \(\partial H_0/\partial p_{aj}=p_{aj}/m_a\) this gives \(\{K_{0,j},H_0\}=P_j\).

Write \(\mathbf v_a=\mathbf p_a/m_a\) and \(\mathbf w=\mathbf v_0+\mathbf v_1\). The momentum derivative of \(H_1\) for particle 0 is

\[
\frac{\partial H_1}{\partial p_{0j}}=-\frac{p_0^2\,p_{0j}}{2m_0^3}-\frac{V}{2m_0m_1}\bigl[p_{1j}+n_j(\mathbf n\cdot\mathbf p_1)\bigr],
\]

and the one for particle 1 follows by exchanging the labels. Multiplying by the masses and adding,

\[
\{K_{0,j},H_1\}=-\sum_a\frac{p_a^2}{2m_a}v_{aj}-\frac V2\bigl[w_j+n_j(\mathbf n\cdot\mathbf w)\bigr].
\]

For the other bracket we need

\[
\frac{\partial V}{\partial x_{0i}}=-\frac{V}{r}n_i,\qquad \frac{\partial V}{\partial x_{1i}}=+\frac{V}{r}n_i,\qquad \frac{\partial K_{1,j}}{\partial p_{ai}}=x_{aj}v_{ai},
\]
\[
\frac{\partial K_{1,j}}{\partial x_{ai}}=\delta_{ij}\left(\frac{p_a^2}{2m_a}+\frac V2\right)+\frac{x_{0j}+x_{1j}}2\,\frac{\partial V}{\partial x_{ai}} .
\]

Inserting these,

\[
\{K_{1,j},H_0\}=\sum_a\frac{p_a^2}{2m_a}v_{aj}+\frac V2w_j+\frac Vr\,G_j,
\]

where \(G_j\) collects the terms from the gradient of \(V\):

\[
G_j=x_{0j}\,\mathbf n\cdot\mathbf v_0-x_{1j}\,\mathbf n\cdot\mathbf v_1-\frac{x_{0j}+x_{1j}}2\,\mathbf n\cdot(\mathbf v_0-\mathbf v_1)
=\frac{s_j}{2}\,\mathbf n\cdot\mathbf w .
\]

Because \(s_j/r=n_j\), the last term of the bracket is \(\tfrac V2n_j(\mathbf n\cdot\mathbf w)\). The two brackets are now opposite term by term, and their sum vanishes.

For the momentum brackets, \(\partial P_j/\partial p_{ai}=\delta_{ij}\). Hence \(\{K_{0,i},P_j\}=\delta_{ij}(m_0+m_1)\), and

\[
\{K_{1,i},P_j\}=\sum_a\frac{\partial K_{1,i}}{\partial x_{aj}}=\delta_{ij}\left(\sum_a\frac{p_a^2}{2m_a}+V\right)=\delta_{ij}H_0,
\]

since the two gradients of \(V\) cancel. Finally, the rule for \(\mathbf K_0\) and the antisymmetry of the bracket give

\[
\{K_{0,i},K_{1,j}\}-\{K_{0,j},K_{1,i}\}=\sum_a(x_{aj}p_{ai}-x_{ai}p_{aj})=-J_{ij}.
\]

## A vanishing mass breaks the first relation

Take \(m_0=0\), \(m_1=1\), \(\mathbf p_0=(1,0,0)\), \(\mathbf p_1=0\) and any two distinct positions. Lean reads the quotient \(p_0^2/(2m_0)\) as zero, so the formulas still have values. Particle 0 contributes nothing to \(\{K_{0,j},H_0\}\), because its mass multiplies the derivative, and particle 1 contributes \(p_{1j}=0\). For \(j=0\) the bracket is therefore 0, while the total momentum is 1. Physically, \(p^2/2m\) is no kinetic energy for a massless particle.

## The Lean file

```lean
import Mathlib

open Matrix

namespace DarwinBoost

noncomputable section

/-- Three Cartesian components for each of two particles (positions or momenta). -/
abbrev Config := Fin 2 → Fin 3 → ℝ

/-- A real observable, a function of the positions and the momenta. -/
abbrev Obs := Config → Config → ℝ

/-- The unit displacement of particle `a` along axis `i`. -/
def axis (a : Fin 2) (i : Fin 3) (b : Fin 2) (l : Fin 3) : ℝ :=
  if b = a ∧ l = i then 1 else 0

/-- The Poisson bracket of two observables, for observables with partial derivatives
at the phase-space point `(x, p)`. -/
def pb (f g : Obs) (x p : Config) : ℝ :=
  ∑ a, ∑ i,
    (deriv (fun t : ℝ => f (x + t • axis a i) p) 0 *
        deriv (fun t : ℝ => g x (p + t • axis a i)) 0 -
      deriv (fun t : ℝ => f x (p + t • axis a i)) 0 *
        deriv (fun t : ℝ => g (x + t • axis a i) p) 0)

/-- The separation vector `x 0 - x 1`. -/
def sep (x : Config) : Fin 3 → ℝ := x 0 - x 1

/-- The distance between the particles. -/
def r (x : Config) : ℝ := √(sep x ⬝ᵥ sep x)

/-- The unit vector along the separation, for distinct positions. -/
def n (x : Config) : Fin 3 → ℝ := (r x)⁻¹ • sep x

/-- The Coulomb potential `k / r`, for distinct positions. -/
def V (k : ℝ) (x : Config) : ℝ := k / r x

/-- The nonrelativistic Hamiltonian, for nonzero masses and distinct positions. -/
def H0 (m : Fin 2 → ℝ) (k : ℝ) : Obs := fun x p =>
  p 0 ⬝ᵥ p 0 / (2 * m 0) + p 1 ⬝ᵥ p 1 / (2 * m 1) + V k x

/-- The coefficient of `1/c²` in the Darwin Hamiltonian, for nonzero masses and distinct
positions. -/
def H1 (m : Fin 2 → ℝ) (k : ℝ) : Obs := fun x p =>
  -((p 0 ⬝ᵥ p 0) ^ 2 / (8 * m 0 ^ 3) + (p 1 ⬝ᵥ p 1) ^ 2 / (8 * m 1 ^ 3)) -
    V k x * (p 0 ⬝ᵥ p 1 + (n x ⬝ᵥ p 0) * (n x ⬝ᵥ p 1)) / (2 * m 0 * m 1)

/-- Component `j` of the Galilean boost generator at time zero. -/
def K0 (m : Fin 2 → ℝ) (j : Fin 3) : Obs := fun x _ => m 0 * x 0 j + m 1 * x 1 j

/-- Component `j` of the coefficient of `1/c²` in the boost generator, for nonzero masses
and distinct positions. -/
def K1 (m : Fin 2 → ℝ) (k : ℝ) (j : Fin 3) : Obs := fun x p =>
  x 0 j * (p 0 ⬝ᵥ p 0 / (2 * m 0)) + x 1 j * (p 1 ⬝ᵥ p 1 / (2 * m 1)) +
    V k x * ((x 0 j + x 1 j) / 2)

/-- Component `j` of the total momentum. -/
def totalP (j : Fin 3) : Obs := fun _ p => p 0 j + p 1 j

/-- A coordinate changes along a straight line at the rate given by the direction. -/
theorem coord_deriv (x u : Config) (a : Fin 2) (j : Fin 3) :
    HasDerivAt (fun t : ℝ => (x + t • u) a j) (u a j) 0 := by
  have h := ((hasDerivAt_id (0 : ℝ)).mul_const (u a j)).const_add (x a j)
  exact h.congr_deriv (one_mul _)

/-- The product rule for the scalar product of two particle vectors along a line. -/
theorem dot_deriv (x u : Config) (a b : Fin 2) :
    HasDerivAt (fun t : ℝ => (x + t • u) a ⬝ᵥ (x + t • u) b)
      (u a ⬝ᵥ x b + x a ⬝ᵥ u b) 0 := by
  have h := HasDerivAt.fun_sum (u := Finset.univ)
    (fun i _ => (coord_deriv x u a i).fun_mul (coord_deriv x u b i))
  exact h.congr_deriv (by simp [dotProduct, Finset.sum_add_distrib])

/-- For distinct positions the distance is nonzero, and the Coulomb potential has the stated
derivative along a displacement `u`. -/
theorem V_deriv (k : ℝ) (x u : Config) (hx : x 0 ≠ x 1) :
    r x ≠ 0 ∧ HasDerivAt (fun t : ℝ => V k (x + t • u))
      (-k * (sep x ⬝ᵥ sep u) / r x ^ 3) 0 := by
  have hq : sep x ⬝ᵥ sep x ≠ 0 := fun h =>
    hx (sub_eq_zero.1 (dotProduct_self_eq_zero.1 h))
  have hq0 : 0 ≤ sep x ⬝ᵥ sep x := Finset.sum_nonneg fun i _ => mul_self_nonneg _
  have hr : r x ≠ 0 := (Real.sqrt_pos.2 (lt_of_le_of_ne hq0 hq.symm)).ne'
  have hz : x + (0 : ℝ) • u = x := by simp
  -- the squared distance, then the distance, then its inverse
  have h1 : HasDerivAt (fun t : ℝ => sep (x + t • u) ⬝ᵥ sep (x + t • u))
      (2 * (sep x ⬝ᵥ sep u)) 0 := by
    have h := HasDerivAt.fun_sum (u := Finset.univ) (fun i _ =>
      ((coord_deriv x u 0 i).fun_sub (coord_deriv x u 1 i)).fun_mul
        ((coord_deriv x u 0 i).fun_sub (coord_deriv x u 1 i)))
    refine h.congr_deriv ?_
    simp only [hz, sep, dotProduct, Fin.sum_univ_three, Pi.sub_apply]
    ring
  have h2 : HasDerivAt (fun t : ℝ => r (x + t • u)) (sep x ⬝ᵥ sep u / r x) 0 := by
    refine (h1.sqrt (by simpa only [hz] using hq)).congr_deriv ?_
    simp only [hz]
    exact mul_div_mul_left _ _ two_ne_zero
  refine ⟨hr, ((hasDerivAt_const (0 : ℝ) k).fun_div h2 (by simpa only [hz] using hr)).congr_deriv ?_⟩
  simp only [hz]
  field_simp
  ring

/-- The derivative of `H0` along a change `u` of the momenta. -/
theorem H0_deriv_p (m : Fin 2 → ℝ) (k : ℝ) (x p u : Config) :
    HasDerivAt (fun t : ℝ => H0 m k x (p + t • u))
      (p 0 ⬝ᵥ u 0 / m 0 + p 1 ⬝ᵥ u 1 / m 1) 0 := by
  refine ((((dot_deriv p u 0 0).div_const (2 * m 0)).fun_add
    ((dot_deriv p u 1 1).div_const (2 * m 1))).add_const (V k x)).congr_deriv ?_
  rw [dotProduct_comm (u 0) (p 0), dotProduct_comm (u 1) (p 1)]
  ring

/-- The derivative of `K1` along a displacement `u` of distinct particles. -/
theorem K1_deriv_x (m : Fin 2 → ℝ) (k : ℝ) (j : Fin 3) (x p u : Config) (hx : x 0 ≠ x 1) :
    HasDerivAt (fun t : ℝ => K1 m k j (x + t • u) p)
      (u 0 j * (p 0 ⬝ᵥ p 0 / (2 * m 0)) + u 1 j * (p 1 ⬝ᵥ p 1 / (2 * m 1)) +
        (-k * (sep x ⬝ᵥ sep u) / r x ^ 3 * ((x 0 j + x 1 j) / 2) +
          V k x * ((u 0 j + u 1 j) / 2))) 0 := by
  refine ((((coord_deriv x u 0 j).mul_const (p 0 ⬝ᵥ p 0 / (2 * m 0))).fun_add
    ((coord_deriv x u 1 j).mul_const (p 1 ⬝ᵥ p 1 / (2 * m 1)))).fun_add
    ((V_deriv k x u hx).2.fun_mul
      (((coord_deriv x u 0 j).fun_add (coord_deriv x u 1 j)).div_const 2))).congr_deriv ?_
  simp only [zero_smul, add_zero]

/-- The derivative of `K1` along a change `u` of the momenta. -/
theorem K1_deriv_p (m : Fin 2 → ℝ) (k : ℝ) (j : Fin 3) (x p u : Config) :
    HasDerivAt (fun t : ℝ => K1 m k j x (p + t • u))
      (x 0 j * (p 0 ⬝ᵥ u 0 / m 0) + x 1 j * (p 1 ⬝ᵥ u 1 / m 1)) 0 := by
  refine (((((dot_deriv p u 0 0).div_const (2 * m 0)).const_mul (x 0 j)).fun_add
    (((dot_deriv p u 1 1).div_const (2 * m 1)).const_mul (x 1 j))).add_const
    (V k x * ((x 0 j + x 1 j) / 2))).congr_deriv ?_
  rw [dotProduct_comm (u 0) (p 0), dotProduct_comm (u 1) (p 1)]
  ring

/-- The bracket with `K0` is the mass-weighted sum of momentum derivatives. -/
theorem pb_K0 (m : Fin 2 → ℝ) (j : Fin 3) (g : Obs) (x p : Config) :
    pb (K0 m j) g x p = ∑ a, m a * deriv (fun t : ℝ => g x (p + t • axis a j)) 0 := by
  have h1 : ∀ u : Config, deriv (fun t : ℝ => K0 m j (x + t • u) p) 0 =
      m 0 * u 0 j + m 1 * u 1 j := fun u =>
    (((coord_deriv x u 0 j).const_mul (m 0)).fun_add
      ((coord_deriv x u 1 j).const_mul (m 1))).deriv
  have h2 : ∀ u : Config, deriv (fun t : ℝ => K0 m j x (p + t • u)) 0 = 0 := fun u =>
    (hasDerivAt_const (0 : ℝ) (m 0 * x 0 j + m 1 * x 1 j)).deriv
  simp only [pb, h1, h2, zero_mul, sub_zero]
  simp [axis, Fin.sum_univ_two]

/-- Boost closure through order `1/c²`: `{K0, H0}` is the total momentum, and
`{K0, H1} + {K1, H0}` vanishes. -/
theorem darwin_boost_closure (m : Fin 2 → ℝ) (hm : ∀ a, m a ≠ 0) (k : ℝ) (x p : Config)
    (hx : x 0 ≠ x 1) (j : Fin 3) :
    pb (K0 m j) (H0 m k) x p = totalP j x p ∧
      pb (K0 m j) (H1 m k) x p + pb (K1 m k j) (H0 m k) x p = 0 := by
  have m0 := hm 0
  have m1 := hm 1
  have hr := (V_deriv k x x hx).1
  have hHp := fun u => (H0_deriv_p m k x p u).deriv
  have hHx : ∀ u : Config, deriv (fun t : ℝ => H0 m k (x + t • u) p) 0 =
      -k * (sep x ⬝ᵥ sep u) / r x ^ 3 := fun u =>
    ((V_deriv k x u hx).2.const_add
      (p 0 ⬝ᵥ p 0 / (2 * m 0) + p 1 ⬝ᵥ p 1 / (2 * m 1))).deriv
  have hKx := fun u => (K1_deriv_x m k j x p u hx).deriv
  have hKp := fun u => (K1_deriv_p m k j x p u).deriv
  -- the velocity-dependent interaction, differentiated in the momenta
  have hn : ∀ (u : Config) (a : Fin 2),
      HasDerivAt (fun t : ℝ => n x ⬝ᵥ (p + t • u) a) (n x ⬝ᵥ u a) 0 := fun u a =>
    HasDerivAt.fun_sum (u := Finset.univ)
      (fun i _ => (coord_deriv p u a i).const_mul (n x i))
  have hH1 : ∀ u : Config, deriv (fun t : ℝ => H1 m k x (p + t • u)) 0 =
      -((p 0 ⬝ᵥ p 0) * (p 0 ⬝ᵥ u 0) / (2 * m 0 ^ 3) +
        (p 1 ⬝ᵥ p 1) * (p 1 ⬝ᵥ u 1) / (2 * m 1 ^ 3)) -
      V k x * (u 0 ⬝ᵥ p 1 + p 0 ⬝ᵥ u 1 + ((n x ⬝ᵥ u 0) * (n x ⬝ᵥ p 1) +
        (n x ⬝ᵥ p 0) * (n x ⬝ᵥ u 1))) / (2 * m 0 * m 1) := by
    intro u
    refine HasDerivAt.deriv ((((((dot_deriv p u 0 0).fun_pow 2).div_const
      (8 * m 0 ^ 3)).fun_add (((dot_deriv p u 1 1).fun_pow 2).div_const
      (8 * m 1 ^ 3))).fun_neg.fun_sub ((((dot_deriv p u 0 1).fun_add
      ((hn u 0).fun_mul (hn u 1))).const_mul (V k x)).div_const
      (2 * m 0 * m 1))).congr_deriv ?_)
    simp only [zero_smul, add_zero, dotProduct_comm (u 0) (p 0),
      dotProduct_comm (u 1) (p 1), Nat.reduceSub, Nat.cast_ofNat, pow_one]
    ring
  constructor
  · rw [pb_K0]
    simp only [hHp]
    simp [axis, dotProduct, Fin.sum_univ_two, totalP]
    field_simp
  · rw [pb_K0]
    simp only [pb, hH1, hHp, hHx, hKx, hKp]
    -- all terms cancel component by component
    fin_cases j <;>
      simp [axis, dotProduct, Fin.sum_univ_two, Fin.sum_univ_three, sep, n, V] <;>
      field_simp <;> ring

/-- The bracket of the boost with the total momentum is diagonal, with the total mass at
leading order and `H0` at order `1/c²`. -/
theorem boost_momentum (m : Fin 2 → ℝ) (k : ℝ) (x p : Config) (hx : x 0 ≠ x 1)
    (i j : Fin 3) :
    pb (K0 m i) (totalP j) x p = (if i = j then m 0 + m 1 else 0) ∧
      pb (K1 m k i) (totalP j) x p = if i = j then H0 m k x p else 0 := by
  have hPp : ∀ u : Config, deriv (fun t : ℝ => totalP j x (p + t • u)) 0 =
      u 0 j + u 1 j := fun u =>
    ((coord_deriv p u 0 j).fun_add (coord_deriv p u 1 j)).deriv
  have hPx : ∀ u : Config, deriv (fun t : ℝ => totalP j (x + t • u) p) 0 = 0 := fun u =>
    (hasDerivAt_const (0 : ℝ) (p 0 j + p 1 j)).deriv
  have hKx := fun u => (K1_deriv_x m k i x p u hx).deriv
  constructor
  · rw [pb_K0]
    simp only [hPp]
    fin_cases i <;> fin_cases j <;> simp [axis, Fin.sum_univ_two]
  · simp only [pb, hPp, hPx, hKx, mul_zero, sub_zero]
    fin_cases i <;> fin_cases j <;>
      simp [axis, dotProduct, Fin.sum_univ_two, Fin.sum_univ_three, sep, H0] <;> ring

/-- At order `1/c²` the bracket of two boost components is minus the total angular momentum
in their plane. -/
theorem boost_boost (m : Fin 2 → ℝ) (hm : ∀ a, m a ≠ 0) (k : ℝ) (x p : Config)
    (i j : Fin 3) :
    pb (K0 m i) (K1 m k j) x p + pb (K1 m k i) (K0 m j) x p =
      -∑ a, (x a i * p a j - x a j * p a i) := by
  have m0 := hm 0
  have m1 := hm 1
  have anti : pb (K1 m k i) (K0 m j) x p = -pb (K0 m j) (K1 m k i) x p := by
    simp only [pb, ← Finset.sum_neg_distrib]
    exact Finset.sum_congr rfl fun a _ => Finset.sum_congr rfl fun b _ => by ring
  have hKp := fun l u => (K1_deriv_p m k l x p u).deriv
  rw [anti, pb_K0, pb_K0]
  simp only [hKp]
  simp [axis, dotProduct, Fin.sum_univ_two]
  field_simp
  ring

end

end DarwinBoost
```

```lean
#print axioms DarwinBoost.darwin_boost_closure
#print axioms DarwinBoost.boost_momentum
#print axioms DarwinBoost.boost_boost
```

```
'DarwinBoost.darwin_boost_closure' depends on axioms: [propext, Classical.choice, Quot.sound]
'DarwinBoost.boost_momentum' depends on axioms: [propext, Classical.choice, Quot.sound]
'DarwinBoost.boost_boost' depends on axioms: [propext, Classical.choice, Quot.sound]
```

## How the proof follows the calculation

The derivative lemmas work along an arbitrary direction `u`, which is later set to a coordinate axis. `coord_deriv` differentiates one coordinate, and `dot_deriv` applies the product rule to a scalar product. `V_deriv` shows that \(r\neq0\) for distinct positions, then differentiates the squared distance, its square root and the quotient \(k/r\) in turn. Its result, \(-k\,(\mathbf s\cdot\delta\mathbf s)/r^3\), where \(\delta\mathbf s\) is `sep u`, contains both gradients of \(V\) used above.

`H0_deriv_p`, `K1_deriv_x` and `K1_deriv_p` assemble these into the derivatives of \(H_0\) and \(\mathbf K_1\). `pb_K0` is the rule that the bracket with \(K_{0,j}\) is a mass-weighted momentum derivative; it holds for every observable `g`.

In `darwin_boost_closure`, the local facts `hHx` and `hH1` supply the position derivative of \(H_0\) and the momentum derivative of \(H_1\). After `pb_K0` has rewritten the brackets with \(\mathbf K_0\), `simp only` inserts all the derivatives. For the second relation, `fin_cases j` splits the claim into its three components, `field_simp` clears the denominators, and `ring` checks the cancellation done above with \(G_j\). The distance `r x` stays an unexpanded symbol in this last step: the powers of \(r\) already match, and \(\mathbf n\cdot\mathbf n=1\) is not used.

`boost_momentum` inserts the derivatives of \(\mathbf P\) and goes through the nine pairs of components. `boost_boost` first proves the antisymmetry it needs, as `anti`, and then uses `pb_K0` twice. Only momentum derivatives of \(\mathbf K_1\) remain, which is why this theorem does not require distinct positions.
